# Zero sound with an isotropic Landau parameter: one mode above the continuum for F > 0, none for F ≤ 0

## Can the single zero-sound frequency be proved and machine-checked?

A three-dimensional collisionless Fermi liquid whose only Landau parameter is the isotropic $F$ has exactly one zero-sound frequency $y=\omega/(qv_F)>1$ if $F>0$, and none if $F\le 0$. I usually see this read off a plot of

$$\frac y2\ln\frac{y+1}{y-1}-1=\frac1F .$$

I would like a rigorous proof, checked in Lean, that starts from the kinetic equation and not from the logarithm.

## A strictly decreasing response crosses 1/F once

Let $m\in[-1,1]$ be the cosine of the angle between the quasiparticle momentum and the wavevector $\mathbf q$ of the oscillation, $\nu(m)$ the Fermi-surface deformation, and $\langle\nu\rangle=\frac12\int_{-1}^1\nu\,dm$. The kinetic equation is

$$(y-m)\,\nu(m)=F\,m\,\langle\nu\rangle .$$

For $y>1$ we may divide by $y-m$, so $\nu=F\langle\nu\rangle\, m/(y-m)$. A nonzero $\nu$ therefore has $\langle\nu\rangle\ne0$, and averaging gives

$$F\,R(y)=1,\qquad R(y)=\frac12\int_{-1}^1\frac{m}{y-m}\,dm .$$

Conversely, if $FR(y)=1$, then $\nu=m/(y-m)$ has average $R(y)$ and solves the equation.

An antiderivative of the integrand is $-m-y\ln(y-m)$. With $L=\ln\frac{y+1}{y-1}>0$ this gives

$$R=\frac y2L-1,\qquad R'=\frac L2-\frac{y}{y^2-1}.$$

Since $\sinh L=\frac{2y}{y^2-1}$ and $L<\sinh L$, we have $R'<0$. Multiplying $L<\frac{2y}{y^2-1}$ by $y/2$ also gives $R<\frac1{y^2-1}$.

Two lower bounds are needed:

- From $\ln(1+x)\ge\frac{2x}{x+2}$ at $x=\frac2{y-1}$ we get $L\ge 2/y$, so $R\ge0$. Strict decrease then gives $R(y)>R(y+1)\ge0$.
- From $y>1$ and $y+1>2$ we get $R>\frac12\ln\frac2{y-1}-1$.

For $F>0$, put $a=1+2e^{-2-2/F}$. The second bound gives $R(a)>1/F$, while $R(1+F)<\frac1{F^2+2F}<\frac1F$. As $R$ decreases, $a<1+F$. By continuity $R$ takes the value $1/F$ in between, and by strict decrease only once. For $F\le0$, $FR\le0$ cannot equal 1.

At the solution, the bounds on $R$ become

$$1+2e^{-2-2/F}<y,\qquad y^2<1+F .$$

## What the Lean statements say

`response y` is the integral $R(y)$ itself; the logarithm is a theorem. `IsMode F y ν` says that `ν` satisfies the kinetic equation on `Icc (-1) 1` and is nonzero somewhere there. No integrability of `ν` is assumed, because the equation forces the continuous form above.

In `zero_sound`, `∃! y` asserts uniqueness of the frequency; the amplitude of `ν` remains free. `dispersion` makes the same claim for `F * response y = 1`, a form that needs no division at $F=0$.

The kinetic equation is assumed, not derived from a microscopic Hamiltonian. The velocity $v_F$ is that of the quasiparticles at the Fermi surface. $F$ is dimensionless, with the density of states absorbed, and represents an interaction independent of angle. Higher Landau parameters, azimuthal dependence, collisions, and real $y\le1$ or complex frequencies are not treated.

## How the lemmas follow the derivation

- `response_eq` applies the fundamental theorem of calculus to the antiderivative.
- `log_lt` is $L<\sinh L$, and `hasDerivAt_response` computes $R'$. Together they give `response_strictAntiOn`.
- `response_bounds` collects positivity and the two explicit bounds.
- `exists_mode_iff` solves for `ν` and averages; its converse supplies $m/(y-m)$.
- `dispersion` uses `intermediate_value_Icc'` for existence and injectivity for uniqueness. `zero_sound` transfers this to modes.
- `zero_sound_bounds` inverts the bounds on $R$.

```lean
import Mathlib

open Set

namespace ZeroSound

noncomputable section

/-- Response of the Fermi surface at dimensionless frequency `y = ω / (q v_F)`:
half the integral of `m / (y - m)` over the direction cosine `m`. -/
def response (y : ℝ) : ℝ := (1 / 2) * ∫ m in (-1 : ℝ)..1, m / (y - m)

/-- A deformation `ν` of the Fermi surface, not identically zero, that solves the collisionless
kinetic equation with isotropic Landau parameter `F` at dimensionless frequency `y`. -/
def IsMode (F y : ℝ) (ν : ℝ → ℝ) : Prop :=
  (∀ m ∈ Icc (-1 : ℝ) 1, (y - m) * ν m = F * m * ((1 / 2) * ∫ x in (-1 : ℝ)..1, ν x)) ∧
    ∃ m ∈ Icc (-1 : ℝ) 1, ν m ≠ 0

/-- Closed form of the response above the particle-hole continuum, `y > 1`. -/
theorem response_eq {y : ℝ} (hy : 1 < y) :
    response y = y / 2 * Real.log ((y + 1) / (y - 1)) - 1 := by
  have hp : y + 1 ≠ 0 := (by linarith : (0 : ℝ) < y + 1).ne'
  have hm : y - 1 ≠ 0 := (by linarith : (0 : ℝ) < y - 1).ne'
  have hne : ∀ m ∈ uIcc (-1 : ℝ) 1, y - m ≠ 0 := by
    intro m h
    rw [uIcc_of_le (by norm_num)] at h
    exact (by linarith [h.2] : (0 : ℝ) < y - m).ne'
  -- an antiderivative of the integrand
  have hd : ∀ m ∈ uIcc (-1 : ℝ) 1,
      HasDerivAt (fun x : ℝ => -x - y * Real.log (y - x)) (m / (y - m)) m := by
    intro m h
    have h0 := hne m h
    have h1 : HasDerivAt (fun x : ℝ => y - x) (-1) m := (hasDerivAt_id' m).const_sub y
    have h2 := (hasDerivAt_id' m).fun_neg.fun_sub ((h1.log h0).const_mul y)
    refine h2.congr_deriv ?_
    field_simp
    ring
  have hc : ContinuousOn (fun m : ℝ => m / (y - m)) (uIcc (-1 : ℝ) 1) :=
    ContinuousOn.div (by fun_prop) (by fun_prop) hne
  rw [response, intervalIntegral.integral_eq_sub_of_hasDerivAt hd hc.intervalIntegrable,
    Real.log_div hp hm]
  simp only [sub_neg_eq_add]
  ring

/-- Upper bound on the logarithm that appears in the response. -/
theorem log_lt {y : ℝ} (hy : 1 < y) :
    Real.log ((y + 1) / (y - 1)) < 2 * (y / (y ^ 2 - 1)) := by
  have hp : y + 1 ≠ 0 := (by linarith : (0 : ℝ) < y + 1).ne'
  have h0 : 0 < y - 1 := by linarith
  have hm : y - 1 ≠ 0 := h0.ne'
  have ht : 1 < (y + 1) / (y - 1) := by
    rw [lt_div_iff₀ h0]; linarith
  have ht0 : 0 < (y + 1) / (y - 1) := by linarith
  -- `x < sinh x` at the logarithm
  have h := Real.self_lt_sinh_iff.2 (Real.log_pos ht)
  rw [Real.sinh_log ht0] at h
  have e : ((y + 1) / (y - 1) - ((y + 1) / (y - 1))⁻¹) / 2 = 2 * (y / (y ^ 2 - 1)) := by
    rw [show y ^ 2 - 1 = (y - 1) * (y + 1) by ring, inv_div]
    field_simp
    ring
  rwa [e] at h

/-- Frequency derivative of the response for `y > 1`. -/
theorem hasDerivAt_response {y : ℝ} (hy : 1 < y) :
    HasDerivAt response (1 / 2 * Real.log ((y + 1) / (y - 1)) - y / (y ^ 2 - 1)) y := by
  have hp : y + 1 ≠ 0 := (by linarith : (0 : ℝ) < y + 1).ne'
  have hm : y - 1 ≠ 0 := (by linarith : (0 : ℝ) < y - 1).ne'
  have h1 : HasDerivAt (fun z : ℝ => (z + 1) / (z - 1))
      ((1 * (y - 1) - (y + 1) * 1) / (y - 1) ^ 2) y :=
    ((hasDerivAt_id' y).add_const 1).fun_div ((hasDerivAt_id' y).sub_const 1) hm
  have h2 : HasDerivAt (fun z : ℝ => z / 2 * Real.log ((z + 1) / (z - 1)) - 1)
      (1 / 2 * Real.log ((y + 1) / (y - 1)) +
        y / 2 * ((1 * (y - 1) - (y + 1) * 1) / (y - 1) ^ 2 / ((y + 1) / (y - 1)))) y :=
    (((hasDerivAt_id' y).div_const 2).fun_mul (h1.log (div_ne_zero hp hm))).sub_const 1
  have e : y / 2 * ((1 * (y - 1) - (y + 1) * 1) / (y - 1) ^ 2 / ((y + 1) / (y - 1)))
      = -(y / (y ^ 2 - 1)) := by
    rw [show y ^ 2 - 1 = (y - 1) * (y + 1) by ring]
    field_simp
    ring
  rw [e, ← sub_eq_add_neg] at h2
  exact h2.congr_of_eventuallyEq
    (Filter.eventually_of_mem (Ioi_mem_nhds hy) (fun z hz => response_eq hz))

/-- The response decreases strictly with frequency above the continuum. -/
theorem response_strictAntiOn : StrictAntiOn response (Ioi 1) := by
  apply strictAntiOn_of_deriv_neg (convex_Ioi 1)
    (fun y hy => (hasDerivAt_response (mem_Ioi.1 hy)).continuousAt.continuousWithinAt)
  intro y hy
  rw [interior_Ioi] at hy
  rw [(hasDerivAt_response (mem_Ioi.1 hy)).deriv]
  linarith [log_lt (mem_Ioi.1 hy)]

/-- For `y > 1` the response is positive, greater than `1 / 2 * log (2 / (y - 1)) - 1` and less than
`1 / (y ^ 2 - 1)`. -/
theorem response_bounds {y : ℝ} (hy : 1 < y) :
    0 < response y ∧ 1 / 2 * Real.log (2 / (y - 1)) - 1 < response y ∧
      response y < 1 / (y ^ 2 - 1) := by
  have nonneg : ∀ z : ℝ, 1 < z → 0 ≤ response z := by
    intro z hz
    have hz0 : 0 < z := by linarith
    have h0 : 0 < z - 1 := by linarith
    have hm : z - 1 ≠ 0 := h0.ne'
    have h := Real.le_log_one_add_of_nonneg (div_pos two_pos h0).le
    have e1 : 1 + 2 / (z - 1) = (z + 1) / (z - 1) := by
      field_simp
      ring
    have e2 : 2 / (z - 1) + 2 = 2 * z / (z - 1) := by
      field_simp
      ring
    have e3 : 2 * (2 / (z - 1)) / (2 * z / (z - 1)) = 2 / z := by field_simp
    rw [e1, e2, e3, div_le_iff₀ hz0] at h
    rw [response_eq hz]
    linarith
  have h0 : 0 < y - 1 := by linarith
  have hs : 0 < y ^ 2 - 1 := by nlinarith
  refine ⟨?_, ?_, ?_⟩
  · have h1 : 1 < y + 1 := by linarith
    exact (nonneg _ h1).trans_lt
      (response_strictAntiOn (mem_Ioi.2 hy) (mem_Ioi.2 h1) (by linarith))
  · have hl := Real.log_lt_log (div_pos two_pos h0)
      (div_lt_div_of_pos_right (by linarith : (2 : ℝ) < y + 1) h0)
    have ht : 1 < (y + 1) / (y - 1) := by
      rw [lt_div_iff₀ h0]; linarith
    rw [response_eq hy]
    nlinarith [mul_pos h0 (Real.log_pos ht)]
  · have h := mul_lt_mul_of_pos_left (log_lt hy) (by linarith : 0 < y / 2)
    have e : y / 2 * (2 * (y / (y ^ 2 - 1))) = 1 / (y ^ 2 - 1) + 1 := by
      have := hs.ne'
      field_simp
      ring
    rw [response_eq hy]
    linarith

/-- The kinetic equation has a mode at `y > 1` exactly when `F` times the response is one. -/
theorem exists_mode_iff {F y : ℝ} (hy : 1 < y) :
    (∃ ν, IsMode F y ν) ↔ F * response y = 1 := by
  constructor
  · rintro ⟨ν, h, m₀, hm₀, hne⟩
    obtain ⟨A, hA⟩ : ∃ A, A = (1 / 2) * ∫ x in (-1 : ℝ)..1, ν x := ⟨_, rfl⟩
    rw [← hA] at h
    -- the equation fixes the shape of the deformation
    have hν : ∀ m ∈ Icc (-1 : ℝ) 1, ν m = F * A * (m / (y - m)) := by
      intro m hm
      have h0 : y - m ≠ 0 := (by linarith [hm.2] : (0 : ℝ) < y - m).ne'
      rw [← mul_div_assoc, eq_div_iff h0]
      linear_combination h m hm
    have hI : ∫ x in (-1 : ℝ)..1, ν x = F * A * ∫ x in (-1 : ℝ)..1, x / (y - x) := by
      rw [← intervalIntegral.integral_const_mul]
      apply intervalIntegral.integral_congr
      intro m hm
      rw [uIcc_of_le (by norm_num)] at hm
      exact hν m hm
    have hA0 : A ≠ 0 := by
      intro h0
      exact hne (by rw [hν m₀ hm₀, h0]; ring)
    apply mul_left_cancel₀ hA0
    rw [hI] at hA
    unfold response
    linear_combination -hA
  · intro h
    refine ⟨fun m => m / (y - m), ?_, 1, by norm_num, ?_⟩
    · intro m hm
      have h0 : y - m ≠ 0 := (by linarith [hm.2] : (0 : ℝ) < y - m).ne'
      change (y - m) * (m / (y - m)) = F * m * response y
      rw [mul_div_cancel₀ _ h0]
      linear_combination -m * h
    · exact div_ne_zero one_ne_zero (by linarith : (0 : ℝ) < y - 1).ne'

/-- Dispersion equation: for `F > 0` exactly one `y > 1` solves `F * response y = 1`, and for
`F ≤ 0` none does. -/
theorem dispersion (F : ℝ) :
    (0 < F → ∃! y, 1 < y ∧ F * response y = 1) ∧
      (F ≤ 0 → ∀ y, 1 < y → F * response y ≠ 1) := by
  constructor
  · intro hF
    obtain ⟨a, ha⟩ : ∃ a, a = 1 + 2 * Real.exp (-2 - 2 * (1 / F)) := ⟨_, rfl⟩
    have ha1 : 1 < a := by linarith [Real.exp_pos (-2 - 2 * (1 / F))]
    have hb1 : 1 < 1 + F := by linarith
    -- close to the continuum the response exceeds `1 / F`
    have hla : 1 / F < response a := by
      have h := (response_bounds ha1).2.1
      have e : 2 / (a - 1) = (Real.exp (-2 - 2 * (1 / F)))⁻¹ := by
        rw [ha, add_sub_cancel_left]
        field_simp
      rw [e, Real.log_inv, Real.log_exp] at h
      linarith
    -- at `1 + F` it has dropped below `1 / F`
    have hlb : response (1 + F) < 1 / F :=
      (response_bounds hb1).2.2.trans_le (one_div_le_one_div_of_le hF (by nlinarith))
    have hab : a ≤ 1 + F := by
      by_contra hc
      have := response_strictAntiOn (mem_Ioi.2 hb1) (mem_Ioi.2 ha1) (not_le.1 hc)
      linarith
    have hcont : ContinuousOn response (Icc a (1 + F)) := fun z hz =>
      (hasDerivAt_response (ha1.trans_le hz.1)).continuousAt.continuousWithinAt
    obtain ⟨y, hy, hyF⟩ := intermediate_value_Icc' hab hcont ⟨hlb.le, hla.le⟩
    have hy1 : F * response y = 1 := by rw [hyF, mul_one_div_cancel hF.ne']
    refine ⟨y, ⟨ha1.trans_le hy.1, hy1⟩, ?_⟩
    rintro z ⟨hz, hzF⟩
    exact response_strictAntiOn.injOn (mem_Ioi.2 hz) (mem_Ioi.2 (ha1.trans_le hy.1))
      (mul_left_cancel₀ hF.ne' (hzF.trans hy1.symm))
  · intro hF y hy h
    nlinarith [mul_nonneg (neg_nonneg.2 hF) (response_bounds hy).1.le]

/-- Zero sound: for `F > 0` the kinetic equation has a mode at exactly one frequency `y > 1`,
and for `F ≤ 0` at none. -/
theorem zero_sound (F : ℝ) :
    (0 < F → ∃! y, 1 < y ∧ ∃ ν, IsMode F y ν) ∧
      (F ≤ 0 → ∀ y, 1 < y → ¬ ∃ ν, IsMode F y ν) := by
  constructor
  · intro hF
    obtain ⟨y, ⟨hy, h⟩, hu⟩ := (dispersion F).1 hF
    exact ⟨y, ⟨hy, (exists_mode_iff hy).2 h⟩,
      fun z hz => hu z ⟨hz.1, (exists_mode_iff hz.1).1 hz.2⟩⟩
  · intro hF y hy h
    exact (dispersion F).2 hF y hy ((exists_mode_iff hy).1 h)

/-- Bounds on the zero-sound frequency: it lies above the continuum edge by more than
`2 exp (-2 - 2 / F)`, and its square is below `1 + F`. -/
theorem zero_sound_bounds {F y : ℝ} (hF : 0 < F) (hy : 1 < y) (h : F * response y = 1) :
    1 + 2 * Real.exp (-2 - 2 / F) < y ∧ y ^ 2 < 1 + F := by
  have hr : response y = 1 / F := by
    rw [eq_div_iff hF.ne']; linarith
  obtain ⟨-, hl, hu⟩ := response_bounds hy
  rw [hr] at hl hu
  constructor
  · have h0 : 0 < (y - 1) / 2 := by linarith
    have e0 : 2 / (y - 1) = ((y - 1) / 2)⁻¹ := (inv_div (y - 1) 2).symm
    rw [e0, Real.log_inv] at hl
    have e : 2 / F = 2 * (1 / F) := by ring
    have := (Real.lt_log_iff_exp_lt h0).1 (by linarith : -2 - 2 / F < Real.log ((y - 1) / 2))
    linarith
  · have := (one_div_lt_one_div hF (by nlinarith : 0 < y ^ 2 - 1)).1 hu
    linarith

end

end ZeroSound
```

```lean
#print axioms ZeroSound.zero_sound
#print axioms ZeroSound.zero_sound_bounds
```

```
'ZeroSound.zero_sound' depends on axioms: [propext, Classical.choice, Quot.sound]
'ZeroSound.zero_sound_bounds' depends on axioms: [propext, Classical.choice, Quot.sound]
```

## Root finding, and the plasmon at fixed q

In a numerical solution, $1+2e^{-2-2/F}$ and $\sqrt{1+F}$ bracket the root for bisection. For weak coupling $y-1$ is exponentially small: at $F=0.05$ it is lost to rounding in double precision, so $\ln(y-1)$ is the better unknown.

The same argument applies to the random-phase approximation for a three-dimensional electron gas at zero temperature, if the Lindhard function is replaced by its semiclassical limit ($q/k_F\to0$ at fixed $y$). There $F$ is replaced by $N(0)e^2/(\varepsilon_0q^2)$, with $N(0)$ the density of states per unit volume at the Fermi level for both spins. This is positive, so the semiclassical model has exactly one plasmon frequency above $qv_F$ for each $q>0$. With the full Lindhard function the continuum reaches up to $y=1+q/(2k_F)$, so the conclusion need not carry over when the semiclassical $y-1$ is not large compared with $q/k_F$.
